# A finite Legendre partial-wave sum times 1 − cos θ equals the sum with reduced coefficients

When I add up partial waves for an electron scattered by a Coulomb field, the amplitude at a fixed angle never settles: its swings grow without bound as waves are added. The advice I was given is to multiply the series by $1-\cos\theta$, absorb the factor into the coefficients, sum, and divide by the factor at the end. But at a fixed angle $1-\cos\theta$ is just a number. How can multiplying by it and then dividing by it improve anything?

## The factor changes the coefficients and exposes the cutoff

For a finite sum it improves nothing: the two sides are equal. What helps is that the rewriting separates off a boundary term at the cutoff, which can then be treated on its own.

Write $x=\cos\theta$, let $P_l$ be the Legendre values at $x$, and let $a_l$ be the partial-wave coefficients. Bonnet's recurrence, divided by $2l+1$, reads

$$xP_l=\frac{(l+1)P_{l+1}+l\,P_{l-1}}{2l+1}.$$

Multiply by $a_l$, sum from $0$ to $N$, and rename the index so that each term carries $P_l$:

$$x\sum_{l=0}^{N}a_lP_l=\sum_{l=1}^{N+1}\frac{l\,a_{l-1}}{2l-1}P_l+\sum_{l=0}^{N-1}\frac{(l+1)a_{l+1}}{2l+3}P_l .$$

Subtract this from $\sum_{l=0}^{N} a_lP_l$ and define

$$b_l=a_l-\frac{(l+1)a_{l+1}}{2l+3}-\frac{l\,a_{l-1}}{2l-1}.$$

The sum of $b_lP_l$ up to $N$ lacks the $P_{N+1}$ term and has one $P_N$ term too many. Correcting both gives

$$(1-x)\sum_{l=0}^{N}a_lP_l=\sum_{l=0}^{N}b_lP_l+(N+1)\left[\frac{a_{N+1}}{2N+3}P_N-\frac{a_N}{2N+1}P_{N+1}\right].$$

If $a_l=0$ for $l>L$, take $N=L+1$. The bracket vanishes, and

$$(1-x)\sum_{l=0}^{L}a_lP_l=\sum_{l=0}^{L+1}b_lP_l .$$

The smallest case is $L=0$, $a_0=1$: then $b_0=1$ and $b_1=-1$, and the identity says $1-x=P_0-P_1$.

Since $b_l=0$ for $l>L+1$, the step can be repeated. After $m$ rounds the factor is $(1-x)^m$ and the sum runs to $L+m$. For $x\ne1$ one may divide by the factor.

## Why scattering coefficients shrink

Up to a prefactor, the scattering coefficients are $a_l=(2l+1)(S_l-1)$, with $S_l=e^{2i\delta_l}$ and phase shifts $\delta_l$. The weights cancel the denominators:

$$\begin{aligned}b_l&=(2l+1)(S_l-1)-(l+1)(S_{l+1}-1)-l(S_{l-1}-1)\\&=(l+1)(S_l-S_{l+1})+l(S_l-S_{l-1}).\end{aligned}$$

Only differences of neighbours remain. When $S_l$ varies slowly and smoothly with $l$, each difference is small, and the two weighted terms have nearly opposite values, so they largely cancel. This cancellation matters because the weights grow with $l$. For constant $S_l$ both terms vanish. Thus $a_l=2l+1$ has $b_l=0$, and the boundary term is all that is left:

$$(1-x)\sum_{l=0}^{N}(2l+1)P_l=(N+1)(P_N-P_{N+1}).$$

This answers the puzzle. If you cut the series first and then reduce it, you recover the same swinging number. The practical method reduces the full sequence, cuts afterwards and discards the boundary term. For a Coulomb field that discarding needs a summation rule for the infinite series, a matter of analysis on which the finite identities below are silent.

## What the Lean statements say

`BonnetRecurrence x P` is the recurrence for all natural $l$, assumed of a sequence `P`. The sequence stands for the angular dependence of waves with definite orbital angular momentum $l$ and zero projection of it on the beam axis. The recurrence leaves $P_0$ free, so no normalisation is used. `legendreValue` builds the usual values from $1$ and $x$, and `bonnetRecurrence_witness` shows that they satisfy the assumption at every `x`.

All quantities are complex, which includes real $\cos\theta$. The coefficients $b_l$ are `reducedCoeff a l`, and `range (L + 1)` means $l=0,\dots,L$. In Lean the natural number `l - 1` is $0$ at $l=0$, but its prefactor $l$ removes that term. The hypothesis `ha` says that `a` vanishes above `L`, and `reducedCoeff^[m]` is the reduction applied $m$ times.

In `reducedCoeff_scattering`, `S` is any complex sequence; unitarity is not required. For Dirac scattering one can take $S_l$ to be the average of the two $j=l\pm\tfrac12$ values with weights $l+1$ and $l$. The results then bear on the direct amplitude of relativistic electron scattering, restricted to finitely many waves. The spin-flip amplitude uses associated Legendre functions, which obey a different recurrence.

```lean
import Mathlib

open Finset

namespace ReducedPartialWaveSeries

/-- Bonnet's recurrence `(2l+1) x P_l = (l+1) P_(l+1) + l P_(l-1)` at a fixed point `x`,
for all natural `l`; the last term is absent at `l = 0`. -/
def BonnetRecurrence (x : ℂ) (P : ℕ → ℂ) : Prop :=
  ∀ l : ℕ, (2 * (l : ℂ) + 1) * x * P l = ((l : ℂ) + 1) * P (l + 1) + (l : ℂ) * P (l - 1)

/-- The reduced coefficient `b_l = a_l - (l+1) a_(l+1) / (2l+3) - l a_(l-1) / (2l-1)`;
the last term is absent at `l = 0`, and no denominator vanishes for natural `l`. -/
noncomputable def reducedCoeff (a : ℕ → ℂ) (l : ℕ) : ℂ :=
  a l - ((l : ℂ) + 1) * a (l + 1) / (2 * (l : ℂ) + 3)
    - (l : ℂ) * a (l - 1) / (2 * (l : ℂ) - 1)

/-- The Legendre values at `x`, computed upward from `P_0 = 1` and `P_1 = x`. -/
noncomputable def legendreValue (x : ℂ) : ℕ → ℂ
  | 0 => 1
  | 1 => x
  | n + 2 => ((2 * (n : ℂ) + 3) * x * legendreValue x (n + 1)
      - ((n : ℂ) + 1) * legendreValue x n) / ((n : ℂ) + 2)

/-- The Legendre values computed upward from `1` and `x` obey Bonnet's recurrence
at every `x`. -/
theorem bonnetRecurrence_witness (x : ℂ) : BonnetRecurrence x (legendreValue x) := by
  intro l
  cases l with
  | zero => simp [legendreValue]
  | succ n =>
    have hne : (n : ℂ) + 2 ≠ 0 := by exact_mod_cast (by omega : n + 2 ≠ 0)
    have h : legendreValue x (n + 1 + 1) = ((2 * (n : ℂ) + 3) * x * legendreValue x (n + 1)
        - ((n : ℂ) + 1) * legendreValue x n) / ((n : ℂ) + 2) := rfl
    have hm := (eq_div_iff hne).mp h
    rw [Nat.add_sub_cancel]
    push_cast
    linear_combination -hm

/-- If `P` obeys Bonnet's recurrence at `x`, then for any coefficient sequence `a` the sum of
`a_l P_l` up to `l = N`, multiplied by `1 - x`, equals the sum of `b_l P_l` up to `l = N` plus an
explicit boundary term, where `b_l` are the reduced coefficients of the uncut `a`. -/
theorem truncated_reduction {x : ℂ} {P : ℕ → ℂ} (hP : BonnetRecurrence x P)
    (a : ℕ → ℂ) (N : ℕ) :
    (1 - x) * ∑ l ∈ range (N + 1), a l * P l
      = ∑ l ∈ range (N + 1), reducedCoeff a l * P l
        + ((N : ℂ) + 1) * (a (N + 1) / (2 * (N : ℂ) + 3) * P N
          - a N / (2 * (N : ℂ) + 1) * P (N + 1)) := by
  induction N with
  | zero =>
    have h := hP 0
    simp only [Nat.cast_zero, zero_add, mul_zero, zero_mul, add_zero, one_mul] at h
    simp only [zero_add, sum_range_one, reducedCoeff, Nat.cast_zero]
    linear_combination (-a 0) * h
  | succ N ih =>
    have hne : 2 * (N : ℂ) + 3 ≠ 0 := by exact_mod_cast (by omega : 2 * N + 3 ≠ 0)
    -- Bonnet's recurrence solved for x P_(N+1)
    have hx : x * P (N + 1)
        = (((N : ℂ) + 2) * P (N + 1 + 1) + ((N : ℂ) + 1) * P N) / (2 * (N : ℂ) + 3) := by
      have h := hP (N + 1)
      rw [Nat.add_sub_cancel] at h
      push_cast at h
      rw [eq_div_iff hne]
      linear_combination h
    rw [sum_range_succ (fun l => a l * P l) (N + 1),
      sum_range_succ (fun l => reducedCoeff a l * P l) (N + 1)]
    have hb : reducedCoeff a (N + 1) = a (N + 1)
        - ((N : ℂ) + 2) * a (N + 1 + 1) / (2 * (N : ℂ) + 5)
        - ((N : ℂ) + 1) * a N / (2 * (N : ℂ) + 1) := by
      simp only [reducedCoeff, Nat.add_sub_cancel]
      push_cast
      ring
    rw [hb]
    push_cast
    linear_combination ih - a (N + 1) * hx

/-- If `P` obeys Bonnet's recurrence at `x` and the coefficients `a_l` vanish above `L`, then
`(1 - x) ∑ a_l P_l = ∑ b_l P_l`, where `b_l` are the reduced coefficients and the new sum runs up to
`L + 1`. -/
theorem partialWave_reduction {x : ℂ} {P : ℕ → ℂ} (hP : BonnetRecurrence x P)
    (a : ℕ → ℂ) (L : ℕ) (ha : ∀ l, L < l → a l = 0) :
    (1 - x) * ∑ l ∈ range (L + 1), a l * P l
      = ∑ l ∈ range (L + 1 + 1), reducedCoeff a l * P l := by
  -- one step beyond the last wave, the boundary term is zero
  have h := truncated_reduction hP a (L + 1)
  rw [sum_range_succ (fun l => a l * P l) (L + 1), ha (L + 1) (by omega),
    ha (L + 1 + 1) (by omega)] at h
  linear_combination h

/-- If the coefficients vanish above `L`, the reduced coefficients vanish above `L + 1`. -/
theorem reducedCoeff_eq_zero (a : ℕ → ℂ) (L : ℕ) (ha : ∀ l, L < l → a l = 0) :
    ∀ l, L + 1 < l → reducedCoeff a l = 0 := by
  intro l hl
  simp [reducedCoeff, ha l (by omega), ha (l + 1) (by omega), ha (l - 1) (by omega)]

/-- If `P` obeys Bonnet's recurrence at `x` and the coefficients `a_l` vanish above `L`, reducing
the series `∑ a_l P_l` `m` times multiplies its sum by `(1 - x)^m`. -/
theorem iterated_reduction {x : ℂ} {P : ℕ → ℂ} (hP : BonnetRecurrence x P) (m : ℕ)
    (a : ℕ → ℂ) (L : ℕ) (ha : ∀ l, L < l → a l = 0) :
    (1 - x) ^ m * ∑ l ∈ range (L + 1), a l * P l
      = ∑ l ∈ range (L + m + 1), (reducedCoeff^[m] a) l * P l := by
  induction m generalizing a L with
  | zero => simp
  | succ m ih =>
    have h := ih (reducedCoeff a) (L + 1) (reducedCoeff_eq_zero a L ha)
    rw [pow_succ, mul_assoc, partialWave_reduction hP a L ha,
      Function.iterate_succ_apply, show L + (m + 1) + 1 = L + 1 + m + 1 by omega]
    exact h

/-- If `P` obeys Bonnet's recurrence at `x`, then away from the forward direction `x = 1` a sum
`∑ a_l P_l` whose coefficients vanish above `L` equals its `m`-fold reduced sum divided by
`(1 - x)^m`. -/
theorem amplitude_eq_reduced_div {x : ℂ} {P : ℕ → ℂ} (hP : BonnetRecurrence x P)
    (hx : x ≠ 1) (m : ℕ) (a : ℕ → ℂ) (L : ℕ) (ha : ∀ l, L < l → a l = 0) :
    ∑ l ∈ range (L + 1), a l * P l
      = (∑ l ∈ range (L + m + 1), (reducedCoeff^[m] a) l * P l) / (1 - x) ^ m := by
  rw [eq_div_iff (pow_ne_zero m (sub_ne_zero.mpr hx.symm))]
  linear_combination iterated_reduction hP m a L ha

/-- For the scattering coefficients `(2l+1)(S_l - 1)`, the reduced coefficients are
`(l+1)(S_l - S_(l+1)) + l (S_l - S_(l-1))`, the last term being absent at `l = 0`. -/
theorem reducedCoeff_scattering (S : ℕ → ℂ) (l : ℕ) :
    reducedCoeff (fun k => (2 * (k : ℂ) + 1) * (S k - 1)) l
      = ((l : ℂ) + 1) * (S l - S (l + 1)) + (l : ℂ) * (S l - S (l - 1)) := by
  cases l with
  | zero =>
    simp only [reducedCoeff]
    push_cast
    ring
  | succ n =>
    have h5 : 2 * (n : ℂ) + 5 ≠ 0 := by exact_mod_cast (by omega : 2 * n + 5 ≠ 0)
    have h1 : 2 * (n : ℂ) + 1 ≠ 0 := by exact_mod_cast (by omega : 2 * n + 1 ≠ 0)
    -- the weights 2l+1 cancel the denominators
    have e1 : ((n : ℂ) + 2) * ((2 * (n : ℂ) + 5) * (S (n + 1 + 1) - 1)) / (2 * (n : ℂ) + 5)
        = ((n : ℂ) + 2) * (S (n + 1 + 1) - 1) := by
      rw [div_eq_iff h5]
      ring
    have e2 : ((n : ℂ) + 1) * ((2 * (n : ℂ) + 1) * (S n - 1)) / (2 * (n : ℂ) + 1)
        = ((n : ℂ) + 1) * (S n - 1) := by
      rw [div_eq_iff h1]
      ring
    simp only [reducedCoeff, Nat.add_sub_cancel]
    push_cast
    linear_combination -e1 - e2

/-- If `P` obeys Bonnet's recurrence at `x`, then for the sum of `(2l+1) P_l` up to `l = N`
multiplication by `1 - x` leaves only the two waves at the cutoff, `(N+1)(P_N - P_(N+1))`. -/
theorem cutoff_remainder {x : ℂ} {P : ℕ → ℂ} (hP : BonnetRecurrence x P) (N : ℕ) :
    (1 - x) * ∑ l ∈ range (N + 1), (2 * (l : ℂ) + 1) * P l
      = ((N : ℂ) + 1) * (P N - P (N + 1)) := by
  induction N with
  | zero =>
    have h := hP 0
    simp only [Nat.cast_zero, zero_add, mul_zero, zero_mul, add_zero, one_mul] at h
    simp only [zero_add, sum_range_one, Nat.cast_zero]
    linear_combination -h
  | succ N ih =>
    have h := hP (N + 1)
    rw [Nat.add_sub_cancel] at h
    rw [sum_range_succ]
    push_cast at h ⊢
    linear_combination ih - h

end ReducedPartialWaveSeries
```

```lean
#print axioms ReducedPartialWaveSeries.partialWave_reduction
#print axioms ReducedPartialWaveSeries.amplitude_eq_reduced_div
#print axioms ReducedPartialWaveSeries.reducedCoeff_scattering
#print axioms ReducedPartialWaveSeries.cutoff_remainder
```

```
'ReducedPartialWaveSeries.partialWave_reduction' depends on axioms: [propext, Classical.choice, Quot.sound]
'ReducedPartialWaveSeries.amplitude_eq_reduced_div' depends on axioms: [propext, Classical.choice, Quot.sound]
'ReducedPartialWaveSeries.reducedCoeff_scattering' depends on axioms: [propext, Classical.choice, Quot.sound]
'ReducedPartialWaveSeries.cutoff_remainder' depends on axioms: [propext, Classical.choice, Quot.sound]
```

## Induction on the cutoff replaces the index shift

`truncated_reduction` proves the identity with its boundary term by adding one wave at a time. The base case is Bonnet's recurrence at $l=0$. In the step, `hx` solves the recurrence for $xP_{N+1}$ and `hb` writes out $b_{N+1}$. The $P_N$ part of the new wave cancels the old boundary term in $P_N$, the old $P_{N+1}$ term is absorbed into $b_{N+1}$, and a new boundary term appears. `linear_combination` checks this bookkeeping.

`partialWave_reduction` applies that result at cutoff `L + 1`, where both boundary coefficients are zero. `reducedCoeff_eq_zero` shows that the highest wave moves up by at most one, which lets `iterated_reduction` proceed by induction on `m`, with `a` and `L` free to change at each round. `amplitude_eq_reduced_div` then divides by the nonzero power.

In `reducedCoeff_scattering`, the equations `e1` and `e2` are the two cancellations of weights against denominators, with $l=0$ handled separately. `cutoff_remainder` has its own short induction: adding $(1-x)(2N+3)P_{N+1}$ to $(N+1)(P_N-P_{N+1})$ and using Bonnet's recurrence gives $(N+2)(P_{N+1}-P_{N+2})$.
